# The discrete charge-channel transformation and a nonnegative determinant weight for the attractive Hubbard model

## Definitions and conventions

Take $N$ sites, occupations $n_i, n'_i \in \{0,1\}$ for the two spins, a hopping matrix $K$, a chemical potential $\mu$, a time step $dt$ and $L$ slices. The on-site energy is $-U(n-\tfrac12)(n'-\tfrac12) - \mu(n+n')$, so $U>0$ is attraction. An Ising field $s_{ki}=\pm1$ sits on each slice $k$ and site $i$. With a real coupling $l$, set
$$v(s) = ls + dt\,\mu,\qquad B_k = e^{-dt K}\,\mathrm{diag}\,e^{v(s_{ki})},\qquad D_K(s) = \det(1+B_1\cdots B_L),$$
$$W(s) = e^{-l\sum_{k,i}s_{ki}}\, D_{K_\uparrow}(s)\, D_{K_\downarrow}(s).$$
Determinant Monte Carlo also involves the Trotter splitting and the Fock-space trace that yields the determinants; neither is derived here, and $W$ is a definition.

## Claim and derivation

If $\cosh l = e^{dtU/2}$, the on-site factor is an average over $s$, and for real $K$ shared by both spins $W(s)\ge 0$. In this model, with a spin-independent $\mu$, the normalised weights can therefore serve as sampling probabilities at any $\mu$, provided their sum is positive, which holds for symmetric $K$.

1. Let $dt>0$. Since $\cosh l\ge1$, the condition gives $dt\,U/2\ge0$, so $U\ge0$; for repulsion no real $l$ exists. Conversely, let $a=e^{dtU/2}\ge1$ and $r=\sqrt{a^2-1}$. Then $(a+r)(a-r)=1$, and $l=\log(a+r)$ has $\cosh l=\tfrac12[(a+r)+(a-r)]=a$.
2. Because $\sum_s e^{lsx}=2\cosh lx$, the identity to be shown is
$$e^{dtU(n-\frac12)(n'-\frac12)} = e^{-dtU/4}\,\tfrac12\sum_s e^{ls(n+n'-1)} = e^{-dtU/4}\cosh l(n+n'-1).$$
For $n\ne n'$ both sides are $e^{-dtU/4}$. For $n=n'$ the left side is $e^{dtU/4}$ and the right side $e^{-dtU/4}\cosh l$; they agree exactly when $\cosh l=e^{dtU/2}$. The values $0,1$ matter: at $n=n'=\tfrac12$ the sides are $1$ and $e^{-dtU/4}$.
3. We have $e^{ls(n+n'-1)}e^{dt\mu(n+n')}=e^{-ls}e^{v(s)n}e^{v(s)n'}$. Multiplying over sites and expanding the product of sums,
$$e^{dtU\sum_i(n_i-\frac12)(n'_i-\frac12)+dt\mu\sum_i(n_i+n'_i)} = \Big(\tfrac12e^{-dtU/4}\Big)^{N}\sum_{s}e^{-l\sum_i s_i}\prod_i e^{v(s_i)n_i}\prod_i e^{v(s_i)n'_i}.$$
Both spins see the same exponent.
4. Since $dt$ and the diagonal factors are real, $K\to\bar K$ sends $B_k\to\bar B_k$ and $D\to\bar D$. For hoppings $(K,\bar K)$, $W=e^{-l\sum s}|D_K|^2$.
5. For real $K$ on both spins, $W=e^{-l\sum s}D_K^2\ge0$.
6. For Hermitian $K$ and a uniform field, $P=e^{v/2}e^{-dtK/2}$ is Hermitian and $B=P^2$. Then $B^L=(P^L)^\dagger P^L$, so $1+B^L$ is positive definite and $D\neq0$. For real symmetric $K$ the sum of $W$ has nonnegative terms and at least one positive term. A real $K$ that is not symmetric is not Hermitian, so it is not the hopping matrix of a Hermitian Hamiltonian, and the sum can then vanish: for two sites, $L=1$, $l=\mu=0$ and $dt\,K=\pi\begin{pmatrix}0&1\\-1&0\end{pmatrix}$, one has $B=-1$ and every weight vanishes.

## Formal development

In Lean 4 with Mathlib:

```lean
import Mathlib

open Matrix
open scoped ComplexOrder

namespace AttractiveHubbardAuxField

noncomputable section
```

The field is a Boolean, mapped to $\pm1$ by `ising`, and `potential` is $v(s)$.

```lean
/-- The value `±1` of an Ising auxiliary field. -/
def ising (b : Bool) : ℝ := if b then 1 else -1

/-- The one-body exponent `l s + dt μ` on a site with auxiliary field `s`. -/
def potential (dt μ l : ℝ) (b : Bool) : ℝ := l * ising b + dt * μ
```

Step 1 is an equivalence for `0 < dt`. The forward direction uses `Real.one_le_cosh`; in the other, `hinv` is $(a+r)^{-1}=a-r$.

```lean
/-- For a positive time step, a real coupling `l` with `cosh l = exp (dt U / 2)` exists
exactly when `U ≥ 0`. -/
theorem exists_coupling_iff {dt : ℝ} (hdt : 0 < dt) (U : ℝ) :
    (∃ l : ℝ, Real.cosh l = Real.exp (dt * U / 2)) ↔ 0 ≤ U := by
  constructor
  · rintro ⟨l, hl⟩
    have h1 : Real.exp 0 ≤ Real.exp (dt * U / 2) := by
      rw [Real.exp_zero, ← hl]
      exact Real.one_le_cosh l
    have h2 : 0 ≤ dt * U / 2 := Real.exp_le_exp.mp h1
    by_contra h
    have h3 : U < 0 := not_le.mp h
    nlinarith [mul_pos hdt (neg_pos.mpr h3)]
  · intro hU
    obtain ⟨a, ha⟩ : ∃ a, a = Real.exp (dt * U / 2) := ⟨_, rfl⟩
    have ha1 : 1 ≤ a := by
      have h1 := Real.add_one_le_exp (dt * U / 2)
      have h2 := mul_nonneg hdt.le hU
      linarith
    rw [← ha]
    -- take l = log (a + sqrt (a² - 1))
    obtain ⟨r, hr0, hr⟩ : ∃ r : ℝ, 0 ≤ r ∧ r ^ 2 = a ^ 2 - 1 :=
      ⟨Real.sqrt (a ^ 2 - 1), Real.sqrt_nonneg _, Real.sq_sqrt (by nlinarith)⟩
    have hpos : 0 < a + r := by linarith
    have hinv : (a + r)⁻¹ = a - r :=
      inv_eq_of_mul_eq_one_right (by linear_combination -hr)
    refine ⟨Real.log (a + r), ?_⟩
    rw [Real.cosh_eq, Real.exp_neg, Real.exp_log hpos, hinv]
    ring
```

The field sum comes first. In `hirsch_charge` the occupations are real numbers equal to $0$ or $1$, not operators. No sign of `dt` or `U` is assumed, only the equation `h` for $\cosh l$. The fact `key` is $e^{dtU/4}=e^{-dtU/4}\cosh l$, and `rcases` opens the four cases of step 2.

```lean
/-- Summing `exp (l s x)` over the two values of the field gives `2 cosh (l x)`. -/
theorem sum_ising_exp (l x : ℝ) :
    ∑ s : Bool, Real.exp (l * ising s * x) = 2 * Real.cosh (l * x) := by
  have h1 : l * ising true * x = l * x := by simp [ising]
  have h2 : l * ising false * x = -(l * x) := by simp [ising]
  rw [Fintype.sum_bool, Real.cosh_eq, h1, h2]
  ring

/-- Hirsch's discrete transformation in the charge channel: if `cosh l = exp (dt U / 2)`, then
for occupations `n, n' ∈ {0, 1}` the interaction factor `exp (dt U (n - 1/2) (n' - 1/2))` is `exp (-dt U / 4)` times the
field average of `exp (l s (n + n' - 1))`. -/
theorem hirsch_charge {dt U l : ℝ} (h : Real.cosh l = Real.exp (dt * U / 2)) {n n' : ℝ}
    (hn : n = 0 ∨ n = 1) (hn' : n' = 0 ∨ n' = 1) :
    Real.exp (dt * U * ((n - 1 / 2) * (n' - 1 / 2))) =
      Real.exp (-(dt * U / 4)) *
        (1 / 2 * ∑ s : Bool, Real.exp (l * ising s * (n + n' - 1))) := by
  rw [sum_ising_exp]
  have key : Real.exp (dt * U / 4) = Real.exp (-(dt * U / 4)) * Real.cosh l := by
    rw [h, ← Real.exp_add]
    congr 1
    ring
  rcases hn with rfl | rfl <;> rcases hn' with rfl | rfl
  · have e1 : dt * U * (((0 : ℝ) - 1 / 2) * (0 - 1 / 2)) = dt * U / 4 := by ring
    have e2 : l * ((0 : ℝ) + 0 - 1) = -l := by ring
    rw [e1, e2, Real.cosh_neg, key]
    ring
  · have e1 : dt * U * (((0 : ℝ) - 1 / 2) * (1 - 1 / 2)) = -(dt * U / 4) := by ring
    have e2 : l * ((0 : ℝ) + 1 - 1) = 0 := by ring
    rw [e1, e2, Real.cosh_zero]
    ring
  · have e1 : dt * U * (((1 : ℝ) - 1 / 2) * (0 - 1 / 2)) = -(dt * U / 4) := by ring
    have e2 : l * ((1 : ℝ) + 0 - 1) = 0 := by ring
    rw [e1, e2, Real.cosh_zero]
    ring
  · have e1 : dt * U * (((1 : ℝ) - 1 / 2) * (1 - 1 / 2)) = dt * U / 4 := by ring
    have e2 : l * ((1 : ℝ) + 1 - 1) = l := by ring
    rw [e1, e2, key]
    ring
```

The converse needs the identity only at $n=n'=1$, and multiplies it by $e^{dtU/4}$.

```lean
/-- If the charge-channel identity holds on the doubly occupied site, then
`cosh l = exp (dt U / 2)`. -/
theorem coupling_of_double_occupation {dt U l : ℝ}
    (h : Real.exp (dt * U * (((1 : ℝ) - 1 / 2) * (1 - 1 / 2))) =
      Real.exp (-(dt * U / 4)) *
        (1 / 2 * ∑ s : Bool, Real.exp (l * ising s * (1 + 1 - 1)))) :
    Real.cosh l = Real.exp (dt * U / 2) := by
  have e1 : dt * U * (((1 : ℝ) - 1 / 2) * (1 - 1 / 2)) = dt * U / 4 := by ring
  have e2 : l * ((1 : ℝ) + 1 - 1) = l := by ring
  rw [sum_ising_exp, e1, e2] at h
  have hAA : Real.exp (dt * U / 2) = Real.exp (dt * U / 4) * Real.exp (dt * U / 4) := by
    rw [← Real.exp_add]
    congr 1
    ring
  have hAB : Real.exp (dt * U / 4) * Real.exp (-(dt * U / 4)) = 1 := by
    rw [← Real.exp_add, add_neg_cancel, Real.exp_zero]
  rw [hAA]
  linear_combination (-Real.exp (dt * U / 4)) * h - Real.cosh l * hAB
```

Sites form a finite type `ι` with $N$ equal to `Fintype.card ι`, and a configuration on one slice is a map `ι → Bool`. In step 3, `site` is the one-site identity with $\mu$ included, and `Finset.prod_univ_sum` turns the product of sums into the sum over configurations.

```lean
variable {ι : Type*} [Fintype ι] [DecidableEq ι]

/-- On a lattice, the interaction and chemical-potential factor of one time slice is a sum
over field configurations of `exp (-l ∑ s)` times one-body factors with the same exponent
`l s + dt μ` for both spins. -/
theorem slice_decoupling {dt U l : ℝ} (μ : ℝ) (h : Real.cosh l = Real.exp (dt * U / 2))
    {n n' : ι → ℝ} (hn : ∀ i, n i = 0 ∨ n i = 1) (hn' : ∀ i, n' i = 0 ∨ n' i = 1) :
    Real.exp (dt * U * ∑ i, (n i - 1 / 2) * (n' i - 1 / 2) + dt * μ * ∑ i, (n i + n' i)) =
      (Real.exp (-(dt * U / 4)) / 2) ^ Fintype.card ι *
        ∑ s : ι → Bool, Real.exp (-(l * ∑ i, ising (s i))) *
          (∏ i, Real.exp (potential dt μ l (s i) * n i)) *
          ∏ i, Real.exp (potential dt μ l (s i) * n' i) := by
  -- the single-site identity with the chemical potential absorbed
  have site : ∀ i,
      Real.exp (dt * U * ((n i - 1 / 2) * (n' i - 1 / 2)) + dt * μ * (n i + n' i)) =
        Real.exp (-(dt * U / 4)) / 2 * ∑ b : Bool, Real.exp (-(l * ising b)) *
          Real.exp (potential dt μ l b * n i) * Real.exp (potential dt μ l b * n' i) := by
    intro i
    have hb : ∀ b : Bool, Real.exp (-(l * ising b)) *
        Real.exp (potential dt μ l b * n i) * Real.exp (potential dt μ l b * n' i) =
        Real.exp (l * ising b * (n i + n' i - 1)) * Real.exp (dt * μ * (n i + n' i)) := by
      intro b
      simp only [← Real.exp_add, potential]
      congr 1
      ring
    rw [Real.exp_add, hirsch_charge h (hn i) (hn' i)]
    simp only [hb, ← Finset.sum_mul]
    ring
  calc Real.exp (dt * U * ∑ i, (n i - 1 / 2) * (n' i - 1 / 2) + dt * μ * ∑ i, (n i + n' i))
      = ∏ i, Real.exp (dt * U * ((n i - 1 / 2) * (n' i - 1 / 2)) + dt * μ * (n i + n' i)) := by
        rw [Finset.mul_sum, Finset.mul_sum, ← Finset.sum_add_distrib, Real.exp_sum]
    _ = ∏ i, (Real.exp (-(dt * U / 4)) / 2 * ∑ b : Bool, Real.exp (-(l * ising b)) *
          Real.exp (potential dt μ l b * n i) * Real.exp (potential dt μ l b * n' i)) :=
        Finset.prod_congr rfl fun i _ => site i
    _ = _ := by
        -- a product of single-site sums is a sum over field configurations
        rw [Finset.prod_mul_distrib, Finset.prod_const, Finset.card_univ,
          Finset.prod_univ_sum, Fintype.piFinset_univ]
        congr 1
        refine Finset.sum_congr rfl fun s _ => ?_
        have hs : ∏ i, Real.exp (-(l * ising (s i))) = Real.exp (-(l * ∑ i, ising (s i))) := by
          rw [Finset.mul_sum, ← Finset.sum_neg_distrib, Real.exp_sum]
        rw [Finset.prod_mul_distrib, Finset.prod_mul_distrib, hs]
```

The matrices have entries in `𝕜`, real or complex. The determinant uses the product in slice order over `Fin L`, with the same $K$ on every slice. The positive constant $(\tfrac12e^{-dtU/4})^{NL}$ is left out of `weight`, and $U$ does not appear in it: `l` is a free real number, and no theorem connects `slice_decoupling` to `weight`.

```lean
variable {𝕜 : Type*} [RCLike 𝕜] {L : ℕ}

/-- The single-slice matrix `B = exp (-dt K) diag exp (l s_i + dt μ)` for a real or complex
hopping matrix `K`. -/
def sliceMatrix (dt μ l : ℝ) (K : Matrix ι ι 𝕜) (s : ι → Bool) : Matrix ι ι 𝕜 :=
  NormedSpace.exp (-((dt : 𝕜) • K)) *
    diagonal fun i => ((Real.exp (potential dt μ l (s i)) : ℝ) : 𝕜)

/-- The fermion determinant `det (1 + B_1 ⋯ B_L)` of one spin species in a space-time field
configuration. -/
def fermionDet (dt μ l : ℝ) (K : Matrix ι ι 𝕜) (s : Fin L → ι → Bool) : 𝕜 :=
  det (1 + (List.ofFn fun k => sliceMatrix dt μ l K (s k)).prod)

/-- The field-dependent prefactor `exp (-l ∑ s)`, summed over all slices and sites. -/
def fieldPrefactor (l : ℝ) (s : Fin L → ι → Bool) : ℝ :=
  Real.exp (-(l * ∑ k, ∑ i, ising (s k i)))

/-- The weight of a field configuration: the prefactor times the spin-up and spin-down
determinants, with hopping matrices `Kup` and `Kdn`. -/
def weight (dt μ l : ℝ) (Kup Kdn : Matrix ι ι 𝕜) (s : Fin L → ι → Bool) : 𝕜 :=
  ((fieldPrefactor l s : ℝ) : 𝕜) * fermionDet dt μ l Kup s * fermionDet dt μ l Kdn s
```

For step 4, `K.map (starRingEnd 𝕜)` is the entrywise conjugate $\bar K$. It is written as `Aᴴᵀ` so that `Matrix.exp_transpose` and `Matrix.exp_conjTranspose` carry conjugation through the exponential, while `hD` says the diagonal factor is unchanged. Conjugation is a ring homomorphism, so it passes through the product and the determinant, and $D\bar D=|D|^2$ is `RCLike.mul_conj`. No Hermiticity is assumed.

```lean
/-- Complex conjugation of the hopping matrix conjugates the slice matrix entrywise. -/
theorem sliceMatrix_conj (dt μ l : ℝ) (K : Matrix ι ι 𝕜) (s : ι → Bool) :
    sliceMatrix dt μ l (K.map (starRingEnd 𝕜)) s =
      (sliceMatrix dt μ l K s).map (starRingEnd 𝕜) := by
  have hconj : ∀ A : Matrix ι ι 𝕜, A.map (starRingEnd 𝕜) = Aᴴᵀ := by
    intro A
    ext i j
    rfl
  have hK : -((dt : 𝕜) • K.map (starRingEnd 𝕜)) = (-((dt : 𝕜) • K))ᴴᵀ := by
    rw [← hconj]
    ext i j
    simp only [Matrix.map_apply, Matrix.neg_apply, Matrix.smul_apply, smul_eq_mul,
      _root_.map_neg, _root_.map_mul, RCLike.conj_ofReal]
  -- the field factors are real
  have hD : (diagonal fun i => ((Real.exp (potential dt μ l (s i)) : ℝ) : 𝕜)).map
      (starRingEnd 𝕜) = diagonal fun i => ((Real.exp (potential dt μ l (s i)) : ℝ) : 𝕜) := by
    ext i j
    by_cases h : i = j <;> simp [h]
  unfold sliceMatrix
  rw [Matrix.map_mul, hD, hK, Matrix.exp_transpose, Matrix.exp_conjTranspose, hconj]

/-- Complex conjugation of the hopping matrix conjugates the fermion determinant. -/
theorem fermionDet_conj (dt μ l : ℝ) (K : Matrix ι ι 𝕜) (s : Fin L → ι → Bool) :
    fermionDet dt μ l (K.map (starRingEnd 𝕜)) s = starRingEnd 𝕜 (fermionDet dt μ l K s) := by
  unfold fermionDet
  rw [RingHom.map_det, _root_.map_add, _root_.map_one, map_list_prod, List.map_ofFn]
  simp only [Function.comp_def, RingHom.mapMatrix_apply, sliceMatrix_conj]

/-- If the spin-down hopping is the complex conjugate of the spin-up hopping, the weight is
the real number `exp (-l ∑ s) |det (1 + ∏ B)|²`. -/
theorem weight_conj_hopping (dt μ l : ℝ) (K : Matrix ι ι 𝕜) (s : Fin L → ι → Bool) :
    weight dt μ l K (K.map (starRingEnd 𝕜)) s =
      ((fieldPrefactor l s * ‖fermionDet dt μ l K s‖ ^ 2 : ℝ) : 𝕜) := by
  unfold weight
  rw [fermionDet_conj, mul_assoc, RCLike.mul_conj, RCLike.ofReal_mul, RCLike.ofReal_pow]
```

Step 5 follows directly from the definition of `weight`, which gives both spins the same exponent, as in `slice_decoupling`. For every real `dt`, `μ`, `l`, every real matrix `K`, symmetric or not, and every field, the weight equals the prefactor times the squared determinant and is nonnegative. The proof multiplies a positive exponential by a square. The statement allows individual weights to be zero.

```lean
/-- For a real hopping matrix shared by both spins and any chemical potential, the weight of
every field configuration is `exp (-l ∑ s) det (1 + ∏ B)²` and is nonnegative. -/
theorem weight_nonneg (dt μ l : ℝ) (K : Matrix ι ι ℝ) (s : Fin L → ι → Bool) :
    weight dt μ l K K s = fieldPrefactor l s * fermionDet dt μ l K s ^ 2 ∧
      0 ≤ weight dt μ l K K s := by
  have hc : ∀ x : ℝ, (RCLike.ofReal x : ℝ) = x := by
    intro x
    rfl
  have h : weight dt μ l K K s = fieldPrefactor l s * fermionDet dt μ l K s ^ 2 := by
    unfold weight
    rw [hc]
    ring1
  refine ⟨h, ?_⟩
  rw [h]
  exact mul_nonneg (Real.exp_pos _).le (sq_nonneg _)
```

In step 6, `A` is $-\tfrac{dt}{2}K$, `hPh` makes `P` Hermitian, `hB` is $B=PP$, and `hprod` is the Gram form of the product. The theorem records only that the determinant is nonzero.

```lean
/-- For Hermitian hopping the fermion determinant of a field that is uniform in space and
time does not vanish. -/
theorem fermionDet_uniform_ne_zero (dt μ l : ℝ) {K : Matrix ι ι 𝕜} (hK : K.IsHermitian)
    (L : ℕ) (b : Bool) :
    fermionDet dt μ l K (fun (_ : Fin L) (_ : ι) => b) ≠ 0 := by
  have hs : ∀ x : ℝ, star (x : 𝕜) = (x : 𝕜) := fun x => RCLike.conj_ofReal x
  obtain ⟨A, hA⟩ : ∃ A : Matrix ι ι 𝕜, A = -(((dt / 2 : ℝ) : 𝕜) • K) := ⟨_, rfl⟩
  have hAh : Aᴴ = A := by
    rw [hA, conjTranspose_neg, conjTranspose_smul, hK.eq, hs]
  have hd : (dt : 𝕜) = ((dt / 2 : ℝ) : 𝕜) + ((dt / 2 : ℝ) : 𝕜) := by
    rw [← RCLike.ofReal_add, add_halves]
  have hAA : -((dt : 𝕜) • K) = A + A := by
    rw [hA, ← _root_.neg_add, ← _root_.add_smul, ← hd]
  have hr : ((Real.exp (potential dt μ l b) : ℝ) : 𝕜) =
      ((Real.exp (potential dt μ l b / 2) : ℝ) : 𝕜) *
        ((Real.exp (potential dt μ l b / 2) : ℝ) : 𝕜) := by
    rw [← RCLike.ofReal_mul, ← Real.exp_add, add_halves]
  -- the slice matrix is the square of a Hermitian half step P
  obtain ⟨P, hP⟩ : ∃ P : Matrix ι ι 𝕜,
      P = ((Real.exp (potential dt μ l b / 2) : ℝ) : 𝕜) • NormedSpace.exp A := ⟨_, rfl⟩
  have hPh : Pᴴ = P := by
    rw [hP, conjTranspose_smul, hs, ← Matrix.exp_conjTranspose, hAh]
  have hB : sliceMatrix dt μ l K (fun _ : ι => b) = P * P := by
    unfold sliceMatrix
    rw [hAA, Matrix.exp_add_of_commute A A (Commute.refl A), hP]
    simp only [Matrix.smul_mul, Matrix.mul_smul]
    ext i j
    rw [Matrix.mul_diagonal]
    simp only [Matrix.smul_apply, smul_eq_mul, hr]
    ring
  have hprod : (List.ofFn fun _ : Fin L => sliceMatrix dt μ l K (fun _ : ι => b)).prod =
      (P ^ L)ᴴ * P ^ L := by
    rw [List.ofFn_const, List.prod_replicate, hB, conjTranspose_pow, hPh,
      (Commute.refl P).mul_pow]
  -- one plus a Gram matrix is positive definite
  have h1 : (1 : Matrix ι ι 𝕜).PosDef := Matrix.PosDef.one
  change det (1 + (List.ofFn fun _ : Fin L =>
    sliceMatrix dt μ l K (fun _ : ι => b)).prod) ≠ 0
  rw [hprod]
  exact (h1.add_posSemidef (posSemidef_conjTranspose_mul_self (P ^ L))).det_pos.ne'
```

Finally `hH` converts real symmetry into Hermiticity, and `Finset.sum_pos'` combines `weight_nonneg` with the configuration $s\equiv+1$ as the positive term.

```lean
/-- For real symmetric hopping shared by both spins, the sum of the weights over all field
configurations is strictly positive. -/
theorem total_weight_pos (dt μ l : ℝ) {K : Matrix ι ι ℝ} (hK : K.IsSymm) (L : ℕ) :
    0 < ∑ s : Fin L → ι → Bool, weight dt μ l K K s := by
  have hH : K.IsHermitian := Matrix.IsHermitian.ext fun i j => by
    rw [star_trivial]
    exact hK.apply i j
  have hne := fermionDet_uniform_ne_zero dt μ l hH L true
  refine Finset.sum_pos' (fun s _ => (weight_nonneg dt μ l K s).2)
    ⟨fun _ _ => true, Finset.mem_univ _, ?_⟩
  rw [(weight_nonneg dt μ l K _).1]
  exact mul_pos (Real.exp_pos _) (lt_of_le_of_ne (sq_nonneg _) (pow_ne_zero 2 hne).symm)

end

end AttractiveHubbardAuxField
```

```lean
#print axioms AttractiveHubbardAuxField.slice_decoupling
#print axioms AttractiveHubbardAuxField.weight_conj_hopping
#print axioms AttractiveHubbardAuxField.weight_nonneg
#print axioms AttractiveHubbardAuxField.total_weight_pos
```

```
'AttractiveHubbardAuxField.slice_decoupling' depends on axioms: [propext, Classical.choice, Quot.sound]
'AttractiveHubbardAuxField.weight_conj_hopping' depends on axioms: [propext, Classical.choice, Quot.sound]
'AttractiveHubbardAuxField.weight_nonneg' depends on axioms: [propext, Classical.choice, Quot.sound]
'AttractiveHubbardAuxField.total_weight_pos' depends on axioms: [propext, Classical.choice, Quot.sound]
```
